# Equal populations in M = −3/2 and M = −1/2 of a J = 3/2 level leave the z-polarized intensity of each dipole channel isotropic

A level with J = 3/2 has population one in each of M = −3/2 and M = −1/2, and none in the other two states. The lemma says that, for each final angular momentum J − 1, J or J + 1, the intensity for z-polarized light equals the mean over the three polarizations. Intensities here are sums of populations times squared 3j symbols. The proof uses `isotropic_iff` to reduce the claim to one equation: the population-weighted sum of M² must be J(J + 1)/3 = 5/4 times the total population, which is 2 (with populations normalised to 1/2 each, the mean of M² is 5/4). It then leaves the arithmetic to `norm_num`.

The failing Lean file:

```lean
import Mathlib

open Finset

namespace UnequalButIsotropic

noncomputable section

/-- The three dipole channels: the final angular momentum is `J - 1`, `J` or `J + 1`. -/
inductive Channel
  | down
  | same
  | up

/-- The polarization of the light: along `z`, or circular, raising or lowering `M` by one. -/
inductive Polarization
  | z
  | plus
  | minus

/-- Squared 3j symbol for `z`-polarized absorption from the level `J, M`, for `J > 1/2`. -/
def zWeight : Channel → ℝ → ℝ → ℝ
  | .down, J, M => (J ^ 2 - M ^ 2) / (J * (2 * J - 1) * (2 * J + 1))
  | .same, J, M => M ^ 2 / (J * (J + 1) * (2 * J + 1))
  | .up, J, M => ((J + 1) ^ 2 - M ^ 2) / ((J + 1) * (2 * J + 1) * (2 * J + 3))

/-- Squared 3j symbol for absorption that raises `M` by one, for `J > 1/2`. -/
def plusWeight : Channel → ℝ → ℝ → ℝ
  | .down, J, M => (J - M) * (J - M - 1) / (2 * (J * (2 * J - 1) * (2 * J + 1)))
  | .same, J, M => (J - M) * (J + M + 1) / (2 * (J * (J + 1) * (2 * J + 1)))
  | .up, J, M => (J + M + 1) * (J + M + 2) / (2 * ((J + 1) * (2 * J + 1) * (2 * J + 3)))

/-- The angular weight of a channel for each polarization, for `J > 1/2`; lowering `M` is the
mirror image of raising it. -/
def weight (c : Channel) : Polarization → ℝ → ℝ → ℝ
  | .z, J, M => zWeight c J M
  | .plus, J, M => plusWeight c J M
  | .minus, J, M => plusWeight c J (-M)

/-- The magnetic quantum number `M = -J + k` of level `k` in the multiplet `J = n/2`. -/
def level (n k : ℕ) : ℝ := -((n : ℝ) / 2) + k

/-- Intensity of a channel for the multiplet `J = n/2`, `n ≥ 2`, with population `p k` in
level `k`. -/
def intensity (n : ℕ) (p : ℕ → ℝ) (c : Channel) (q : Polarization) : ℝ :=
  ∑ k ∈ range (n + 1), p k * weight c q ((n : ℝ) / 2) (level n k)

/-- Isotropic intensity for `n ≥ 2`: the mean over the three polarizations. -/
def isotropic (n : ℕ) (p : ℕ → ℝ) (c : Channel) : ℝ :=
  (intensity n p c .z + intensity n p c .plus + intensity n p c .minus) / 3

/-- The factor that scales the linear dichroism of each channel, for `J > 1/2`. -/
def anisotropy : Channel → ℝ → ℝ
  | .down, J => -1 / (J * (2 * J - 1) * (2 * J + 1))
  | .same, J => 1 / (J * (J + 1) * (2 * J + 1))
  | .up, J => -1 / ((J + 1) * (2 * J + 1) * (2 * J + 3))

/-- At fixed `M` and `J ≥ 1`, the `z` weight differs from the mean over polarizations by the
channel factor times `M ^ 2 - J (J + 1) / 3`. -/
theorem weight_sub_mean (c : Channel) (J M : ℝ) (hJ : 1 ≤ J) :
    weight c .z J M - (weight c .z J M + weight c .plus J M + weight c .minus J M) / 3 =
      anisotropy c J * (M ^ 2 - J * (J + 1) / 3) := by
  have h0 : J ≠ 0 := by linarith
  have h1 : J + 1 ≠ 0 := by linarith
  have h2 : 2 * J - 1 ≠ 0 := by linarith
  have h3 : 2 * J + 1 ≠ 0 := by linarith
  have h4 : 2 * J + 3 ≠ 0 := by linarith
  cases c <;> simp only [weight, zWeight, plusWeight, anisotropy] <;> field_simp <;> ring

/-- For `J ≥ 1` and any populations, the `z` intensity minus the isotropic intensity is the
channel factor times the population-weighted sum of `M ^ 2 - J (J + 1) / 3`. -/
theorem linear_dichroism (n : ℕ) (hn : 2 ≤ n) (p : ℕ → ℝ) (c : Channel) :
    intensity n p c .z - isotropic n p c = anisotropy c ((n : ℝ) / 2) *
      ∑ k ∈ range (n + 1), p k * (level n k ^ 2 - (n : ℝ) / 2 * ((n : ℝ) / 2 + 1) / 3) := by
  have hn' : (2 : ℝ) ≤ n := by exact_mod_cast hn
  unfold isotropic intensity
  rw [← sum_add_distrib, ← sum_add_distrib, sum_div, ← sum_sub_distrib, mul_sum]
  refine sum_congr rfl fun k _ => ?_
  linear_combination p k * weight_sub_mean c ((n : ℝ) / 2) (level n k) (by linarith)

/-- For `J ≥ 1`, the `z` intensity of a channel is isotropic exactly when the
population-weighted sum of `M ^ 2` is `J (J + 1) / 3` times the total population. -/
theorem isotropic_iff (n : ℕ) (hn : 2 ≤ n) (p : ℕ → ℝ) (c : Channel) :
    intensity n p c .z = isotropic n p c ↔
      ∑ k ∈ range (n + 1), p k * level n k ^ 2 =
        (n : ℝ) / 2 * ((n : ℝ) / 2 + 1) / 3 * ∑ k ∈ range (n + 1), p k := by
  have hn' : (2 : ℝ) ≤ n := by exact_mod_cast hn
  have hJ : 1 ≤ (n : ℝ) / 2 := by linarith
  -- the channel factor never vanishes
  have hc : ∀ J : ℝ, 1 ≤ J → anisotropy c J ≠ 0 := by
    intro J hJ
    have h0 : J ≠ 0 := by linarith
    have h1 : J + 1 ≠ 0 := by linarith
    have h2 : 2 * J - 1 ≠ 0 := by linarith
    have h3 : 2 * J + 1 ≠ 0 := by linarith
    have h4 : 2 * J + 3 ≠ 0 := by linarith
    cases c <;> simp [anisotropy, h0, h1, h2, h3, h4]
  have hs : ∑ k ∈ range (n + 1),
      p k * (level n k ^ 2 - (n : ℝ) / 2 * ((n : ℝ) / 2 + 1) / 3) =
      ∑ k ∈ range (n + 1), p k * level n k ^ 2 -
        (n : ℝ) / 2 * ((n : ℝ) / 2 + 1) / 3 * ∑ k ∈ range (n + 1), p k := by
    rw [mul_sum, ← sum_sub_distrib]
    exact sum_congr rfl fun k _ => by ring
  rw [← sub_eq_zero, linear_dichroism n hn, hs, mul_eq_zero, or_iff_right (hc _ hJ),
    sub_eq_zero]

/-- For `J = 3/2` with equal populations in `M = -3/2` and `M = -1/2` and none elsewhere,
the `z` intensity of every channel is still isotropic. -/
theorem unequal_but_isotropic (c : Channel) :
    intensity 3 (fun k => if k < 2 then 1 else 0) c .z =
      isotropic 3 (fun k => if k < 2 then 1 else 0) c := by
  rw [isotropic_iff 3 (by norm_num)]
  norm_num [sum_range_succ, level]

end

end UnequalButIsotropic
```

The error:

```
Main.lean:111:57: error: unsolved goals
c : Channel
⊢ 5 / 2 = 5 / 4 * ↑(#({x ∈ range 4 | x ≤ 1}))
```

The error shows the equation half evaluated. The left side has become 5/2, as it should, but on the right the total population is still written as the number of `x` in `range 4` with `x ≤ 1`. That number is 2, so the remaining goal is true, but `norm_num` did not work it out.

The total population is a sum of ones and zeros, and Lean's simp set has a lemma, `Finset.sum_boole`, that turns such a sum into the size of a filtered set. Here that happened before `sum_range_succ` had expanded the sum, and afterwards there was no sum left for it to expand. The sum on the left also contains M², and it was evaluated in full.

The repair splits the step in two. `simp only` uses just the lemmas it is given, so it writes out both sums term by term and cannot turn either into a count. `norm_num` then only has to decide conditions such as `0 < 2` and do the arithmetic. The added comment has no effect on the proof.

Lean accepts the file once it reads:

```diff
@@ -111,5 +111,7 @@
       isotropic 3 (fun k => if k < 2 then 1 else 0) c := by
   rw [isotropic_iff 3 (by norm_num)]
-  norm_num [sum_range_succ, level]
+  -- write out the four levels before evaluating the populations
+  simp only [sum_range_succ, sum_range_zero, level]
+  norm_num
 
 end
```
